# Anticommuting real square roots of −1 exist exactly in dimensions divisible by four

Real $n\times n$ matrices with $A^2=B^2=-1$ and $AB=-BA$ exist if and only if $4\mid n$. Consequently, on the direct sum of $k$ copies of spin one-half, which has dimension $2k$, a complex change of basis makes $i\sigma_x$ and $i\sigma_y$ simultaneously real if and only if $k$ is even. For a single spin, $k=1$, it is impossible.

## Quaternions acting on real vectors

Given such a pair, $(AB)^2=ABAB=-A^2B^2=-1$, so $A$, $B$, $AB$ multiply like the quaternion units. For real $a,b,c,d$ this gives
$$(a-bA-cB-dAB)(a+bA+cB+dAB)=a^2+b^2+c^2+d^2 .$$
Hence every nonzero combination $a+bA+cB+dAB$ is invertible, and for $v\neq0$ the vectors $v,Av,Bv,ABv$ are linearly independent. Their span $W$ is invariant under $A$ and $B$. If $W\neq\mathbb R^n$, take $w\notin W$. A nonzero combination applied to $w$ cannot land in $W$, since its inverse would bring $w$ into $W$. So $w$ adds four new dimensions. Repeating this fills $\mathbb R^n$ in steps of four, and $4\mid n$; the case $n=0$ is trivial.

Conversely, let $n=4m$. The $2m\times2m$ matrix $E=\begin{pmatrix}0&1\\-1&0\end{pmatrix}$, with $m\times m$ blocks, satisfies $E^2=-1$. Put
$$A=\begin{pmatrix}0&E\\E&0\end{pmatrix},\qquad B=\begin{pmatrix}0&1\\-1&0\end{pmatrix}.$$
Then $A^2=B^2=-1$, and $AB=\begin{pmatrix}-E&0\\0&E\end{pmatrix}=-BA$.

The condition $B^2=-1$ is needed. With $A=\begin{pmatrix}0&-1\\1&0\end{pmatrix}$ and $B=\begin{pmatrix}1&0\\0&-1\end{pmatrix}$, we have $A^2=-1$ and $AB=-BA$, but $B^2=+1$ and $n=2$. Here $(1+B)(1-B)=0$, so nonzero combinations need not be invertible.

## Copies of spin one-half

The matrices $i\sigma_x$ and $i\sigma_y$ satisfy the same relations, which similarity preserves. If $k$ copies can be made real, then $4\mid 2k$, so $k$ is even.

For even $k$, choose a real $k\times k$ matrix $E$ with $E^2=-1$. The projectors $P=\tfrac12(1-iE)$ and $P'=\tfrac12(1+iE)$ select its eigenvalues $i$ and $-i$. Define
$$S=P\otimes1+P'\otimes\sigma_y,\qquad S^2=P\otimes1+P'\otimes1=1 .$$
Since $\sigma_y\sigma_x\sigma_y=-\sigma_x$, conjugation by $S$ turns $i\sigma_x$ into $i(P-P')\otimes\sigma_x=E\otimes\sigma_x$, which is real. It leaves the real matrix $i\sigma_y$ unchanged.

For one electron in a finite basis of $k$ spatial orbitals, this decides whether $i\sigma_x$ and $i\sigma_y$ can be made real by mixing orbitals and spin; it does not say whether a Hamiltonian becomes real in the same basis. The factor $i$ matters: $\sigma_x$ and $\sigma_y$ themselves become real for every $k$, by a spin rotation that keeps $\sigma_x$ and takes $\sigma_y$ to $\sigma_z$.

## Relations, reality and spin matrices in Lean

The finite types `ι` and `κ` label basis vectors and copies, so $n$ is `Fintype.card ι` and $k$ is `Fintype.card κ`.

```lean
import Mathlib

open Matrix

namespace QuaternionicStructure

noncomputable section

variable {ι κ : Type*} [Fintype ι] [DecidableEq ι] [Fintype κ] [DecidableEq κ]
```

The three relations are stated for any ring, and so serve real and complex matrices alike.

```lean
/-- Two elements that square to minus one and anticommute, like two quaternion units. -/
def IsQuaternionicPair {R : Type*} [Ring R] (A B : R) : Prop :=
  A * A = -1 ∧ B * B = -1 ∧ A * B = -(B * A)
```

Reality means that one invertible `S`, not necessarily unitary, works for both matrices. The map `Complex.ofRealHom.mapMatrix` regards a real matrix as a complex one, entry by entry.

```lean
/-- One complex change of basis `S`, with inverse `T`, turns both `X` and `Y` into
real matrices. -/
def SimultaneouslyReal (X Y : Matrix ι ι ℂ) : Prop :=
  ∃ S T : Matrix ι ι ℂ, S * T = 1 ∧ ∃ A B : Matrix ι ι ℝ,
    S * X * T = Complex.ofRealHom.mapMatrix A ∧
    S * Y * T = Complex.ofRealHom.mapMatrix B
```

In `κ ⊕ κ` the first summand is spin up and the second spin down. Each block acts on the copy labels.

```lean
/-- The matrix `i σ_x` acting on copies of spin one-half labelled by `κ`;
the two blocks are spin up and spin down. -/
def iSigmaX (κ : Type*) [DecidableEq κ] : Matrix (κ ⊕ κ) (κ ⊕ κ) ℂ :=
  fromBlocks 0 (Complex.I • 1) (Complex.I • 1) 0

/-- The matrix `i σ_y` acting on copies of spin one-half labelled by `κ`. -/
def iSigmaY (κ : Type*) [DecidableEq κ] : Matrix (κ ⊕ κ) (κ ⊕ κ) ℂ :=
  fromBlocks 0 1 (-1) 0
```

## The dimension count

The structure `q` records the quaternion multiplication rules for `A`, `B` and `A * B`, and `φ` lets quaternions act on real column vectors. In place of the step-by-step filling, the proof uses the dimension formula $n=4\dim_{\mathbb H}\mathbb R^n$.

```lean
/-- Real matrices that square to minus one and anticommute have a size divisible by four. -/
theorem four_dvd_card {A B : Matrix ι ι ℝ} (h : IsQuaternionicPair A B) :
    4 ∣ Fintype.card ι := by
  obtain ⟨hA, hB, hAB⟩ := h
  -- the pair represents the quaternions by real matrices
  let q : QuaternionAlgebra.Basis (Matrix ι ι ℝ) (-1 : ℝ) 0 (-1) :=
    { i := A
      j := B
      k := A * B
      i_mul_i := by simp [hA]
      j_mul_j := by simp [hB]
      i_mul_j := rfl
      j_mul_i := by simp [hAB] }
  let φ : Quaternion ℝ →ₐ[ℝ] Module.End ℝ (ι → ℝ) :=
    (Matrix.toLinAlgEquiv' : Matrix ι ι ℝ ≃ₐ[ℝ] _).toAlgHom.comp q.liftHom
  -- so the real column vectors form a quaternionic vector space
  let _ : Module (Quaternion ℝ) (ι → ℝ) := Module.compHom (ι → ℝ) φ.toRingHom
  have : IsScalarTower ℝ (Quaternion ℝ) (ι → ℝ) := ⟨fun r x v => by
    change φ (r • x) v = r • φ x v
    rw [map_smul]
    rfl⟩
  -- real dimension = 4 * quaternionic dimension
  have h := Module.finrank_mul_finrank ℝ (Quaternion ℝ) (ι → ℝ)
  rw [Quaternion.finrank_eq_four, Module.finrank_fintype_fun_eq_card] at h
  exact ⟨_, h.symm⟩
```

The next pair can be followed on the first basis vector: $Ae_1=e_2$, $Be_1=e_3$, $ABe_1=Ae_3=e_4$, while $BAe_1=Be_2=-e_4$. Thus $e_1,Ae_1,Be_1,ABe_1$ is the standard basis of $\mathbb R^4$. Lean checks all the entries.

```lean
/-- Two explicit real 4 by 4 matrices square to minus one and anticommute. -/
theorem isQuaternionicPair_witness :
    IsQuaternionicPair
      (!![0, -1, 0, 0; 1, 0, 0, 0; 0, 0, 0, -1; 0, 0, 1, 0] : Matrix (Fin 4) (Fin 4) ℝ)
      !![0, 0, -1, 0; 0, 0, 0, 1; 1, 0, 0, 0; 0, -1, 0, 0] := by
  refine ⟨?_, ?_, ?_⟩ <;> ext i j <;> fin_cases i <;> fin_cases j <;>
    simp [Matrix.mul_apply, Fin.sum_univ_succ]
```

The matrix $E$ is built in block form, then relabelled to the given index set.

```lean
/-- In every even dimension some real matrix squares to minus one. -/
theorem exists_complexStructure (h : Even (Fintype.card κ)) :
    ∃ E : Matrix κ κ ℝ, E * E = -1 := by
  obtain ⟨m, hm⟩ := h
  let e : Fin m ⊕ Fin m ≃ κ := Fintype.equivOfCardEq (by simp [hm])
  have hJ : (fromBlocks 0 1 (-1) 0 : Matrix (Fin m ⊕ Fin m) (Fin m ⊕ Fin m) ℝ) *
      fromBlocks 0 1 (-1) 0 = -1 := by
    rw [fromBlocks_multiply, ← fromBlocks_one, fromBlocks_neg]
    refine fromBlocks_inj.mpr ⟨?_, ?_, ?_, ?_⟩ <;> simp
  refine ⟨Matrix.reindexAlgEquiv ℝ ℝ e (fromBlocks 0 1 (-1) 0), ?_⟩
  rw [← map_mul, hJ, map_neg, map_one]
```

The equivalence combines the dimension count with the block pair above; each relation is checked block by block.

```lean
/-- Two anticommuting real matrices that square to minus one exist exactly in the
dimensions divisible by four. -/
theorem exists_real_pair_iff :
    (∃ A B : Matrix ι ι ℝ, IsQuaternionicPair A B) ↔ 4 ∣ Fintype.card ι := by
  refine ⟨fun ⟨_, _, h⟩ => four_dvd_card h, fun ⟨m, hm⟩ => ?_⟩
  obtain ⟨E, hE⟩ := exists_complexStructure (κ := Fin (m + m)) (by simp)
  let e : Fin (m + m) ⊕ Fin (m + m) ≃ ι :=
    Fintype.equivOfCardEq (by rw [Fintype.card_sum, Fintype.card_fin, hm]; omega)
  -- the pair in block form, carried over to the index set `ι`
  refine ⟨Matrix.reindexAlgEquiv ℝ ℝ e (fromBlocks 0 E E 0),
    Matrix.reindexAlgEquiv ℝ ℝ e (fromBlocks 0 1 (-1) 0), ?_, ?_, ?_⟩
  · rw [← map_mul, ← map_one (Matrix.reindexAlgEquiv ℝ ℝ e), ← map_neg]
    congr 1
    rw [fromBlocks_multiply, ← fromBlocks_one, fromBlocks_neg]
    refine fromBlocks_inj.mpr ⟨?_, ?_, ?_, ?_⟩ <;> simp [hE]
  · rw [← map_mul, ← map_one (Matrix.reindexAlgEquiv ℝ ℝ e), ← map_neg]
    congr 1
    rw [fromBlocks_multiply, ← fromBlocks_one, fromBlocks_neg]
    refine fromBlocks_inj.mpr ⟨?_, ?_, ?_, ?_⟩ <;> simp
  · rw [← map_mul, ← map_mul, ← map_neg]
    congr 1
    rw [fromBlocks_multiply, fromBlocks_multiply, fromBlocks_neg]
    refine fromBlocks_inj.mpr ⟨?_, ?_, ?_, ?_⟩ <;> simp
```

## From real matrices to spin

Here `key` says that similarity respects products, and `inj` that a real matrix is determined by its complex image. Together they carry the relations from `X` and `Y` to `A` and `B`.

```lean
/-- If a change of basis makes two anticommuting complex matrices with square minus one
simultaneously real, their size is divisible by four. -/
theorem four_dvd_of_simultaneouslyReal {X Y : Matrix ι ι ℂ}
    (h : IsQuaternionicPair X Y) (hr : SimultaneouslyReal X Y) :
    4 ∣ Fintype.card ι := by
  obtain ⟨hX, hY, hXY⟩ := h
  obtain ⟨S, T, hST, A, B, hA, hB⟩ := hr
  have hTS : T * S = 1 := mul_eq_one_comm.mp hST
  -- a change of basis respects products
  have key : ∀ M N : Matrix ι ι ℂ, (S * M * T) * (S * N * T) = S * (M * N) * T := by
    intro M N
    calc (S * M * T) * (S * N * T) = S * M * (T * S) * N * T := by noncomm_ring
      _ = S * (M * N) * T := by rw [hTS]; noncomm_ring
  have inj : Function.Injective
      (Complex.ofRealHom.mapMatrix : Matrix ι ι ℝ →+* Matrix ι ι ℂ) := by
    intro M N hMN
    ext i j
    exact Complex.ofReal_injective (congrArg (fun K : Matrix ι ι ℂ => K i j) hMN)
  refine four_dvd_card (A := A) (B := B) ⟨inj ?_, inj ?_, inj ?_⟩
  · rw [map_mul, map_neg, map_one, ← hA, key, hX, mul_neg, neg_mul, mul_one, hST]
  · rw [map_mul, map_neg, map_one, ← hB, key, hY, mul_neg, neg_mul, mul_one, hST]
  · rw [map_mul, map_neg, map_mul, ← hA, ← hB, key, key, hXY, mul_neg, neg_mul]
```

Block multiplication confirms the relations for the spin matrices.

```lean
/-- On any number of copies of spin one-half, `i σ_x` and `i σ_y` square to minus one
and anticommute. -/
theorem spin_isQuaternionicPair : IsQuaternionicPair (iSigmaX κ) (iSigmaY κ) := by
  unfold iSigmaX iSigmaY
  refine ⟨?_, ?_, ?_⟩
  · rw [fromBlocks_multiply, ← fromBlocks_one, fromBlocks_neg]
    refine fromBlocks_inj.mpr ⟨?_, ?_, ?_, ?_⟩ <;> simp [smul_smul]
  · rw [fromBlocks_multiply, ← fromBlocks_one, fromBlocks_neg]
    refine fromBlocks_inj.mpr ⟨?_, ?_, ?_, ?_⟩ <;> simp
  · rw [fromBlocks_multiply, fromBlocks_multiply, fromBlocks_neg]
    refine fromBlocks_inj.mpr ⟨?_, ?_, ?_, ?_⟩ <;> simp
```

In the last proof `F` is $E$ with complex entries, `P` is the projector $P$, and `Q` is $-iP'$, so `fromBlocks P Q (-Q) P` is $S$. With $X=i\sigma_x$, $Y=i\sigma_y$ and $A$, $B$ the block pair built from $E$, the facts `hSX` and `hSY` state $SX=AS$ and $SY=BS$; multiplying on the right by $S$ and using `hSS` gives the real forms.

```lean
/-- A change of basis makes `i σ_x` and `i σ_y` on copies of spin one-half simultaneously
real exactly when the number of copies is even. -/
theorem spin_copies_real_iff :
    SimultaneouslyReal (iSigmaX κ) (iSigmaY κ) ↔ Even (Fintype.card κ) := by
  constructor
  · intro h
    obtain ⟨c, hc⟩ := four_dvd_of_simultaneouslyReal spin_isQuaternionicPair h
    rw [Fintype.card_sum] at hc
    exact ⟨c, by omega⟩
  · intro h
    obtain ⟨E, hE⟩ := exists_complexStructure h
    obtain ⟨F, hF⟩ : ∃ F : Matrix κ κ ℂ, F = Complex.ofRealHom.mapMatrix E := ⟨_, rfl⟩
    have hFF : F * F = -1 := by rw [hF, ← map_mul, hE, map_neg, map_one]
    have hmul : ∀ a b c d : ℂ, (a • (1 : Matrix κ κ ℂ) + b • F) * (c • 1 + d • F) =
        (a * c - b * d) • 1 + (a * d + b * c) • F := by
      intro a b c d
      simp only [add_mul, mul_add, smul_mul_assoc, mul_smul_comm, one_mul, mul_one, hFF]
      module
    -- `P` and `Q` live on the sectors where `F` is `i` and `-i`
    obtain ⟨P, Q, hPP, hPQ, hQP, hFP, hFQ⟩ : ∃ P Q : Matrix κ κ ℂ,
        P * P - Q * Q = 1 ∧ P * Q = 0 ∧ Q * P = 0 ∧
        F * P = Complex.I • P ∧ F * Q = -(Complex.I • Q) := by
      refine ⟨(1 / 2 : ℂ) • 1 + (-Complex.I / 2) • F,
        (-Complex.I / 2) • 1 + (1 / 2 : ℂ) • F, ?_, ?_, ?_, ?_, ?_⟩
      · rw [hmul, hmul]
        match_scalars <;> first | ring1 | linear_combination (-1 / 2 : ℂ) * Complex.I_sq
      · rw [hmul]
        match_scalars <;> first | ring1 | linear_combination (1 / 4 : ℂ) * Complex.I_sq
      · rw [hmul]
        match_scalars <;> first | ring1 | linear_combination (1 / 4 : ℂ) * Complex.I_sq
      · simp only [mul_add, mul_smul_comm, mul_one, hFF]
        match_scalars <;> first | ring1 | linear_combination (1 / 2 : ℂ) * Complex.I_sq
      · simp only [mul_add, mul_smul_comm, mul_one, hFF]
        match_scalars <;> first | ring1 | linear_combination (-1 / 2 : ℂ) * Complex.I_sq
    -- the change of basis is its own inverse
    have hSS : fromBlocks P Q (-Q) P * fromBlocks P Q (-Q) P = 1 := by
      rw [fromBlocks_multiply, ← fromBlocks_one]
      refine fromBlocks_inj.mpr ⟨?_, ?_, ?_, ?_⟩
      · rw [mul_neg, ← sub_eq_add_neg, hPP]
      · rw [hPQ, hQP, add_zero]
      · rw [neg_mul, mul_neg, hPQ, hQP, neg_zero, add_zero]
      · rw [neg_mul, neg_add_eq_sub, hPP]
    have hSX : fromBlocks P Q (-Q) P * iSigmaX κ =
        fromBlocks 0 F F 0 * fromBlocks P Q (-Q) P := by
      rw [iSigmaX, fromBlocks_multiply, fromBlocks_multiply]
      refine fromBlocks_inj.mpr ⟨?_, ?_, ?_, ?_⟩ <;> simp [hFP, hFQ]
    have hSY : fromBlocks P Q (-Q) P * iSigmaY κ =
        fromBlocks 0 1 (-1) 0 * fromBlocks P Q (-Q) P := by
      rw [iSigmaY, fromBlocks_multiply, fromBlocks_multiply]
      refine fromBlocks_inj.mpr ⟨?_, ?_, ?_, ?_⟩ <;> simp
    have hmap : ∀ K L M N : Matrix κ κ ℝ,
        Complex.ofRealHom.mapMatrix (fromBlocks K L M N) =
          fromBlocks (Complex.ofRealHom.mapMatrix K) (Complex.ofRealHom.mapMatrix L)
            (Complex.ofRealHom.mapMatrix M) (Complex.ofRealHom.mapMatrix N) :=
      fun K L M N => fromBlocks_map K L M N _
    refine ⟨fromBlocks P Q (-Q) P, fromBlocks P Q (-Q) P, hSS,
      fromBlocks 0 E E 0, fromBlocks 0 1 (-1) 0, ?_, ?_⟩
    · rw [hmap, map_zero, ← hF, hSX, mul_assoc, hSS, mul_one]
    · rw [hmap, map_zero, map_neg, map_one, hSY, mul_assoc, hSS, mul_one]

end

end QuaternionicStructure
```

```lean
#print axioms QuaternionicStructure.exists_real_pair_iff
-- 'QuaternionicStructure.exists_real_pair_iff' depends on axioms: [propext, Classical.choice, Quot.sound]
#print axioms QuaternionicStructure.spin_copies_real_iff
-- 'QuaternionicStructure.spin_copies_real_iff' depends on axioms: [propext, Classical.choice, Quot.sound]
```
